# In atomic units, the kinetic energy of hydrogen 1s from momenta above a cutoff Q > 0 is at most 16/(3πQ³)

The theorem `hydrogen1s_kinetic_bound` concerns the hydrogen 1s state in atomic units, with radial momentum density 32q²/(π(1 + q²)⁴) and non-relativistic kinetic energy q²/2. It states that, for every cutoff Q > 0, the integral of q²/2 times this density over q > Q is at most 16/(3πQ³). The attempt first bounds the integrand at each q > Q by (16/π)q⁻⁴, using q² ≤ 1 + q². It then integrates this larger function exactly to get the stated bound.

In Lean, a first try:

```lean
import Mathlib

open MeasureTheory Filter Set
open scoped Topology Real

namespace PlaneWaveCutoffTails

noncomputable section

/-- The kinetic energy (atomic units) carried by momenta above the cutoff `Q`. -/
def missingKinetic (w : ℝ → ℝ) (Q : ℝ) : ℝ := ∫ q in Ioi Q, q ^ 2 / 2 * w q

/-- The radial momentum density of the hydrogen 1s state, in atomic units. -/
def hydrogen1s (q : ℝ) : ℝ := 32 * q ^ 2 / (π * (1 + q ^ 2) ^ 4)

/-- The inverse power `q^(-(n+2))` is integrable above any positive cutoff. -/
theorem integrable_inv_pow (n : ℕ) {Q : ℝ} (hQ : 0 < Q) :
    Integrable (fun q : ℝ => (q ^ (n + 2))⁻¹) (volume.restrict (Ioi Q)) := by
  have hn : (0 : ℝ) ≤ n := n.cast_nonneg
  have h := integrableOn_Ioi_rpow_of_lt (a := -((n + 2 : ℕ) : ℝ))
    (by push_cast; linarith) hQ
  refine IntegrableOn.congr_fun h (fun q hq => ?_) measurableSet_Ioi
  have hq' : Q < q := hq
  change q ^ (-((n + 2 : ℕ) : ℝ)) = (q ^ (n + 2))⁻¹
  rw [Real.rpow_neg (hQ.trans hq').le, Real.rpow_natCast]

/-- The integral of `q^(-(n+2))` above a positive cutoff `Q` is `1/((n+1) Q^(n+1))`. -/
theorem integral_inv_pow (n : ℕ) {Q : ℝ} (hQ : 0 < Q) :
    ∫ q in Ioi Q, (q ^ (n + 2))⁻¹ = 1 / (((n : ℝ) + 1) * Q ^ (n + 1)) := by
  have hn : (0 : ℝ) ≤ n := n.cast_nonneg
  have h := integral_Ioi_rpow_of_lt (a := -((n + 2 : ℕ) : ℝ))
    (by push_cast; linarith) hQ
  have hc : ∫ q in Ioi Q, (q ^ (n + 2))⁻¹ = ∫ q in Ioi Q, q ^ (-((n + 2 : ℕ) : ℝ)) := by
    refine setIntegral_congr_fun measurableSet_Ioi (fun q hq => ?_)
    have hq' : Q < q := hq
    change (q ^ (n + 2))⁻¹ = q ^ (-((n + 2 : ℕ) : ℝ))
    rw [Real.rpow_neg (hQ.trans hq').le, Real.rpow_natCast]
  have he : -((n + 2 : ℕ) : ℝ) + 1 = -((n + 1 : ℕ) : ℝ) := by push_cast; ring
  rw [hc, h, he, Real.rpow_neg hQ.le, Real.rpow_natCast, neg_div_neg_eq]
  push_cast
  field_simp

/-- At every cutoff `Q > 0` the missing kinetic energy of hydrogen 1s is at most
`16/(3 π Q^3)`. -/
theorem hydrogen1s_kinetic_bound {Q : ℝ} (hQ : 0 < Q) :
    missingKinetic hydrogen1s Q ≤ 16 / (3 * π * Q ^ 3) := by
  have hpi := Real.pi_pos
  have hb : ∀ q ∈ Ioi Q, q ^ 2 / 2 * hydrogen1s q ≤ 16 / π * (q ^ (2 + 2))⁻¹ := by
    intro q hq
    have hq' : Q < q := hq
    have hq0 : 0 < q := hQ.trans hq'
    have h8 : (q ^ 2) ^ 4 ≤ (1 + q ^ 2) ^ 4 :=
      pow_le_pow_left₀ (by positivity) (by linarith) 4
    have h9 := mul_le_mul_of_nonneg_left h8 (by positivity : 0 ≤ 16 * π)
    have e1 : q ^ 2 / 2 * hydrogen1s q = 16 * q ^ 4 / (π * (1 + q ^ 2) ^ 4) := by
      unfold hydrogen1s; ring
    rw [e1, ← div_eq_mul_inv, div_div, div_le_div_iff₀ (by positivity) (by positivity)]
    linarith
  calc missingKinetic hydrogen1s Q ≤ ∫ q in Ioi Q, 16 / π * (q ^ (2 + 2))⁻¹ :=
        integral_mono_of_nonneg
          (ae_of_all _ fun q => by
            change 0 ≤ q ^ 2 / 2 * hydrogen1s q
            unfold hydrogen1s; positivity)
          ((integrable_inv_pow 2 hQ).const_mul _)
          ((ae_restrict_iff' measurableSet_Ioi).2 (ae_of_all _ hb))
    _ = 16 / (3 * π * Q ^ 3) := by
        rw [integral_const_mul, integral_inv_pow 2 hQ, div_mul_div_comm,
          div_eq_div_iff (by positivity) (by positivity)]
        push_cast
        ring

end

end PlaneWaveCutoffTails
```

Compiling this gives:

```
Main.lean:58:4: error: linarith failed to find a contradiction
Q : ℝ
hQ : 0 < Q
hpi : 0 < π
q : ℝ
hq : q ∈ Ioi Q
hq' : Q < q
hq0 : 0 < q
h8 : (q ^ 2) ^ 4 ≤ (1 + q ^ 2) ^ 4
h9 : 16 * π * (q ^ 2) ^ 4 ≤ 16 * π * (1 + q ^ 2) ^ 4
e1 : q ^ 2 / 2 * hydrogen1s q = 16 * q ^ 4 / (π * (1 + q ^ 2) ^ 4)
a✝ : 16 * (π * (1 + q ^ 2) ^ 4) < 16 * q ^ 4 * (π * q ^ (2 + 2))
⊢ False
failed
```

Cause. The message says that `linarith` could not derive the pointwise bound, after the fractions had been cleared, from the hypotheses listed. The inequality it needed is there as `h9`, up to rearrangement of the products and powers.

The obstacle is the exponent in `q ^ (2 + 2)`, a form chosen to match `q ^ (n + 2)` in the integral lemmas at n = 2. When `linarith` looks for a linear combination, it expands powers whose exponent is a numeral, but `2 + 2` is an unevaluated sum, so it treats `q ^ (2 + 2)` as an opaque quantity unrelated to `q`. The product `q ^ 4 * (π * q ^ (2 + 2))` in the negated goal therefore does not match `π * (q ^ 2) ^ 4` in `h9`, and no contradiction is found.

The repair replaces `linarith` with a `calc` chain. Its first `ring` step evaluates the exponent and proves that the left side equals that of `h9`. The middle step is `h9` itself, and the last `ring` step only regroups the factors on the right.

Fix (accepted with no message):

```diff
@@ -56,5 +56,7 @@
       unfold hydrogen1s; ring
     rw [e1, ← div_eq_mul_inv, div_div, div_le_div_iff₀ (by positivity) (by positivity)]
-    linarith
+    calc 16 * q ^ 4 * (π * q ^ (2 + 2)) = 16 * π * (q ^ 2) ^ 4 := by ring
+      _ ≤ 16 * π * (1 + q ^ 2) ^ 4 := h9
+      _ = 16 * (π * (1 + q ^ 2) ^ 4) := by ring
   calc missingKinetic hydrogen1s Q ≤ ∫ q in Ioi Q, 16 / π * (q ^ (2 + 2))⁻¹ :=
         integral_mono_of_nonneg
```
